# Majorana braids give the gate $\cos\theta+\sin\theta\,g_ag_b$ only at multiples of $\pi/4$

A compiler that searches products of Majorana braids for the $\pi/8$ gate can lengthen its search for ever without an exact match. Failure up to a given length does not by itself show whether the required product is merely longer than that limit or does not exist. If the two must agree, up to a scalar factor, in the whole Majorana algebra and not just in one fermion-parity sector, no such product exists, at any length and for any number of Majoranas.

## The angles that braiding reaches

Let $g_c$ be Majorana operators, normalised so that $g_c^2=1$, with $g_cg_d=-g_dg_c$ for $c\neq d$. Some texts use $g_c^2=1/2$ instead. The exchange of Majoranas $a$ and $b$ is represented by the braid

$$B_{ab}=\frac{1+g_bg_a}{\sqrt2},\qquad a\neq b.$$

The target is the gate

$$R(\theta)=\cos\theta+\sin\theta\,g_ag_b=e^{\theta g_ag_b}$$

on one chosen pair $a\neq b$. The angle is $\theta$ itself, not the half-angle of many rotation-gate conventions.

In a nontrivial complex algebra, that is, one with $1\neq0$, a finite product $W$ of braids with $W=z\,R(\theta)$ for some complex $z$ exists if and only if $\theta=k\pi/4$ for an integer $k$. The braids in $W$ may use any pairs of Majoranas. The factor $z$ allows for a global phase or a different normalisation.

## Gate compilation and generator tracking

On a qubit with Pauli operator $Z=ig_1g_2$, the gate at $\theta=\pi/8$ is $e^{-i\pi Z/8}$, the $T$ gate up to a phase. No product of ideal braids equals this gate in the whole algebra, even up to a phase, so a compiler that requires such equality has to supply the gate by another operation.

The same restriction applies when the evolution of free fermions is to be carried out by braiding. Evolution for time $t$ under the one-pair Hamiltonian $H=ihg_ag_b$, with $h$ real and $\hbar=1$, is $R(ht)$. Ideal braids reproduce this step in the whole algebra, up to a phase, only when $ht$ is a multiple of $\pi/4$.

A code that follows operators through a braid circuit can use a related fact: each generator becomes plus or minus one generator. One label and one sign per generator are enough to store these images. A gate at $\pi/8$ breaks this format, since it sends $g_a$ to $(g_a-g_b)/\sqrt2$.

## Following a generator through the gates

**Adding angles.** Put $P=g_ag_b$. Then

$$P^2=g_a(g_bg_a)g_b=-g_a^2g_b^2=-1.$$

Multiplying two gates on the same pair gives

$$R(\theta)R(\varphi)=\cos\theta\cos\varphi-\sin\theta\sin\varphi+(\sin\theta\cos\varphi+\cos\theta\sin\varphi)P=R(\theta+\varphi).$$

In particular, $R(\theta)^{-1}=R(-\theta)$. Since $B_{ba}=(1+g_ag_b)/\sqrt2=R(\pi/4)$, every braid is invertible, and so is every product of braids.

**Braids permute generators up to sign.** Direct multiplication gives

$$B_{ab}g_a=\frac{g_a+g_b}{\sqrt2}=g_bB_{ab},\qquad B_{ab}g_b=\frac{g_b-g_a}{\sqrt2}=-g_aB_{ab}.$$

If $c$ is neither $a$ nor $b$, moving $g_c$ past $g_bg_a$ produces two minus signs, so $B_{ab}g_c=g_cB_{ab}$.

Suppose now that $Wg_c=\varepsilon g_dW$ with $\varepsilon=\pm1$, and that the next braid $B$ satisfies $Bg_d=\delta g_eB$ with $\delta=\pm1$. Then

$$BWg_c=\varepsilon Bg_dW=\varepsilon\delta\,g_eBW.$$

By induction, every braid product has this property. Since $W$ is invertible, $Wg_cW^{-1}=\varepsilon g_d$.

**The gate rotates a generator.** From $g_aP=g_b$ and $Pg_a=-g_b$ it follows that $g_aR(-\theta)=R(\theta)g_a$. Hence

$$R(\theta)g_aR(-\theta)=R(2\theta)g_a=\cos2\theta\,g_a-\sin2\theta\,g_b.$$

**Comparing the two.** Suppose $W=zR(\theta)$. An invertible $W$ is nonzero in a nontrivial algebra, so $z\neq0$ and cancels from $Wg_a=\varepsilon g_dW$. Multiplying by $R(-\theta)$ on the right then gives

$$\cos2\theta\,g_a-\sin2\theta\,g_b=\varepsilon g_d.$$

If $d\neq a$, take the anticommutator of both sides with $g_a$. The left side gives $2\cos2\theta$ and the right side gives zero, so $\cos2\theta=0$. If $d=a$, then $d\neq b$, and the anticommutator with $g_b$ gives $\sin2\theta=0$. In either case

$$\sin4\theta=2\sin2\theta\cos2\theta=0,$$

so $\theta=k\pi/4$.

**Reaching those angles.** For $n\geq0$, $B_{ba}^n=R(n\pi/4)$. Eight factors make a full turn of $2\pi$, so a negative $k$ can be replaced by its remainder modulo 8. For $\theta=\pi/8$ the condition would read $2k=1$, which no integer satisfies.

## Definitions and proofs in Lean

The type `A` is a complex algebra of any dimension, and the labels come from any type `ι`. `IsMajorana g` contains the squares and the anticommutation relations. `braid g a b` is $B_{ab}$, and `rotation g a b θ` is $R(\theta)$ with its pair made explicit.

`BraidWord g W` says that the element `W` is a finite product of braids, each exchanging two different Majoranas; the empty product 1 is included. Despite its name, it describes an operator and not a string of symbols in the braid group. Inverse braids are included, because `braid g b a` is the inverse of `braid g a b` when $a\neq b$.

`braidable_iff` is the equivalence for all angles, and `braidWord_ne_pi_div_eight` excludes $\pi/8$ for every braid product and every scalar.

The lemmas follow the calculation above:

- `rotation_mul` and `braid_eq_rotation` add the angles and identify a braid with the gate at $\pi/4$. `BraidWord.isUnit` then obtains invertibility by induction on the product.
- `braid_exchange` treats the three cases for the label `c`, and `BraidWord.exchange` carries the result through a product, multiplying the signs.
- `rotation_conj` is the rotation by $2\theta$. Here, as in `rotation_mul` and `braid_exchange`, `simp only` expands the products and `module` compares the coefficients.
- `braidWord_rotation` builds the allowed gates by induction and reduces negative multiples modulo 8.
- Inside `braidable_iff`, the auxiliary statement `coeff` is the anticommutator argument. The split on `d = a` selects which coefficient vanishes.

```lean
import Mathlib

open scoped Real

namespace MajoranaBraidingGate

variable {ι A : Type*} [Ring A] [Algebra ℂ A]

/-- Majorana generators: each squares to one, and different ones anticommute. -/
structure IsMajorana (g : ι → A) : Prop where
  sq : ∀ a, g a * g a = 1
  anti : ∀ a b, a ≠ b → g a * g b = -(g b * g a)

/-- The braid `(1 + g_b g_a) / √2` of the Majoranas `a` and `b`. -/
noncomputable def braid (g : ι → A) (a b : ι) : A :=
  ((1 / √2 : ℝ) : ℂ) • (1 + g b * g a)

/-- The gate `cos θ + sin θ g_a g_b`. -/
noncomputable def rotation (g : ι → A) (a b : ι) (θ : ℝ) : A :=
  ((Real.cos θ : ℝ) : ℂ) • (1 : A) + ((Real.sin θ : ℝ) : ℂ) • (g a * g b)

/-- The finite products of braids of two different Majoranas. -/
inductive BraidWord (g : ι → A) : A → Prop
  | one : BraidWord g 1
  | mul {a b : ι} {W : A} (hab : a ≠ b) (hW : BraidWord g W) :
      BraidWord g (braid g a b * W)

variable {g : ι → A} {a b : ι}

/-- Gates built on the same pair of different Majoranas compose by adding their angles. -/
theorem rotation_mul (hg : IsMajorana g) (hab : a ≠ b) (θ φ : ℝ) :
    rotation g a b θ * rotation g a b φ = rotation g a b (θ + φ) := by
  -- the bilinear g_a g_b is a square root of -1
  have hP : g a * g b * (g a * g b) = -1 := by
    calc g a * g b * (g a * g b) = g a * (g b * g a) * g b := by
          simp only [mul_assoc]
      _ = -((g a * g a) * (g b * g b)) := by
          rw [hg.anti b a hab.symm]
          simp only [mul_assoc, mul_neg, neg_mul]
      _ = -1 := by rw [hg.sq, hg.sq, one_mul]
  simp only [rotation, add_mul, mul_add, smul_mul_assoc, mul_smul_comm, one_mul, mul_one,
    hP, Real.cos_add, Real.sin_add, Complex.ofReal_sub, Complex.ofReal_add,
    Complex.ofReal_mul]
  module

/-- A braid is the gate with angle `π/4`. -/
theorem braid_eq_rotation (g : ι → A) (a b : ι) :
    braid g b a = rotation g a b (π / 4) := by
  have h : 1 / √2 = √2 / 2 := by
    rw [div_eq_div_iff (by positivity) (by norm_num)]
    linarith [Real.mul_self_sqrt (show (0 : ℝ) ≤ 2 by norm_num)]
  rw [braid, rotation, Real.cos_pi_div_four, Real.sin_pi_div_four, h, smul_add]

/-- For different Majoranas `a` and `b`, conjugation by the gate of angle `θ` rotates
`g_a` by the angle `2θ` in the plane of `g_a` and `g_b`. -/
theorem rotation_conj (hg : IsMajorana g) (hab : a ≠ b) (θ : ℝ) :
    rotation g a b θ * g a * rotation g a b (-θ) =
      ((Real.cos (2 * θ) : ℝ) : ℂ) • g a - ((Real.sin (2 * θ) : ℝ) : ℂ) • g b := by
  have h1 : g a * (g a * g b) = g b := by rw [← mul_assoc, hg.sq, one_mul]
  have h2 : g a * g b * g a = -g b := by
    rw [hg.anti a b hab, neg_mul, mul_assoc, hg.sq, mul_one]
  -- moving g_a through a gate reverses the angle
  have h3 : g a * rotation g a b (-θ) = rotation g a b θ * g a := by
    simp only [rotation, mul_add, add_mul, mul_smul_comm, smul_mul_assoc, mul_one, one_mul,
      h1, h2, Real.cos_neg, Real.sin_neg, Complex.ofReal_neg]
    module
  rw [mul_assoc, h3, ← mul_assoc, rotation_mul hg hab, ← two_mul]
  simp only [rotation, add_mul, smul_mul_assoc, one_mul, h2]
  module

/-- Moving a Majorana through a braid of two different Majoranas turns it into plus or minus
a Majorana. -/
theorem braid_exchange (hg : IsMajorana g) (hab : a ≠ b) (c : ι) :
    ∃ d, ∃ ε : ℂ, (ε = 1 ∨ ε = -1) ∧ braid g a b * g c = ε • (g d * braid g a b) := by
  by_cases hca : c = a
  · -- g_a becomes g_b
    have h1 : g b * g a * g a = g b := by rw [mul_assoc, hg.sq, mul_one]
    have h2 : g b * (g b * g a) = g a := by rw [← mul_assoc, hg.sq, one_mul]
    refine ⟨b, 1, Or.inl rfl, ?_⟩
    rw [hca]
    simp only [braid, smul_mul_assoc, mul_smul_comm, add_mul, mul_add, one_mul, mul_one, h1, h2]
    module
  by_cases hcb : c = b
  · -- g_b becomes -g_a
    have h1 : g b * g a * g b = -g a := by
      rw [hg.anti b a hab.symm, neg_mul, mul_assoc, hg.sq, mul_one]
    have h2 : g a * (g b * g a) = -g b := by
      rw [← mul_assoc, hg.anti a b hab, neg_mul, mul_assoc, hg.sq, mul_one]
    refine ⟨a, -1, Or.inr rfl, ?_⟩
    rw [hcb]
    simp only [braid, smul_mul_assoc, mul_smul_comm, add_mul, mul_add, one_mul, mul_one, h1, h2]
    module
  · -- every other Majorana commutes with the braid
    have h1 : g b * g a * g c = g c * (g b * g a) := by
      rw [mul_assoc, hg.anti a c (Ne.symm hca), mul_neg, ← mul_assoc,
        hg.anti b c (Ne.symm hcb), neg_mul, neg_neg, mul_assoc]
    refine ⟨c, 1, Or.inl rfl, ?_⟩
    simp only [braid, smul_mul_assoc, mul_smul_comm, add_mul, mul_add, one_mul, mul_one, h1]
    module

/-- Moving a Majorana through any finite product of braids turns it into plus or minus
a Majorana. -/
theorem BraidWord.exchange (hg : IsMajorana g) {W : A} (hW : BraidWord g W) (c : ι) :
    ∃ d, ∃ ε : ℂ, (ε = 1 ∨ ε = -1) ∧ W * g c = ε • (g d * W) := by
  induction hW with
  | one => exact ⟨c, 1, Or.inl rfl, by simp⟩
  | @mul a b W hab _ ih =>
    obtain ⟨d, ε, hε, hd⟩ := ih
    obtain ⟨e, δ, hδ, he⟩ := braid_exchange hg hab d
    refine ⟨e, ε * δ, ?_, ?_⟩
    · rcases hε with rfl | rfl <;> rcases hδ with rfl | rfl <;> simp
    · rw [mul_assoc (braid g a b) W (g c), hd, mul_smul_comm,
        ← mul_assoc (braid g a b) (g d) W, he, smul_mul_assoc, smul_smul,
        mul_assoc (g e) (braid g a b) W]

/-- Every finite product of braids is invertible. -/
theorem BraidWord.isUnit (hg : IsMajorana g) {W : A} (hW : BraidWord g W) : IsUnit W := by
  induction hW with
  | one => exact isUnit_one
  | @mul a b W hab _ ih =>
    have h0 : rotation g b a 0 = 1 := by simp [rotation]
    refine IsUnit.mul ?_ ih
    rw [braid_eq_rotation]
    -- the inverse is the gate with the opposite angle
    exact ⟨⟨rotation g b a (π / 4), rotation g b a (-(π / 4)),
      by rw [rotation_mul hg hab.symm, add_neg_cancel, h0],
      by rw [rotation_mul hg hab.symm, neg_add_cancel, h0]⟩, rfl⟩

/-- For two different Majoranas, the gate whose angle is an integer multiple of `π/4` is a
finite product of braids. -/
theorem braidWord_rotation (hg : IsMajorana g) (hab : a ≠ b) (k : ℤ) :
    BraidWord g (rotation g a b (k * (π / 4))) := by
  have nat : ∀ n : ℕ, BraidWord g (rotation g a b ((n : ℝ) * (π / 4))) := by
    intro n
    induction n with
    | zero =>
      have h0 : rotation g a b (((0 : ℕ) : ℝ) * (π / 4)) = 1 := by simp [rotation]
      rw [h0]
      exact .one
    | succ n ih =>
      have e : rotation g a b (((n + 1 : ℕ) : ℝ) * (π / 4)) =
          braid g b a * rotation g a b ((n : ℝ) * (π / 4)) := by
        rw [braid_eq_rotation, rotation_mul hg hab]
        congr 1
        push_cast
        ring
      rw [e]
      exact .mul hab.symm ih
  -- eight braids make a full turn, so negative multiples are reached too
  obtain ⟨n, m, hk⟩ : ∃ n : ℕ, ∃ m : ℤ, k = n + 8 * m := ⟨(k % 8).toNat, k / 8, by omega⟩
  have e : (((n : ℤ) + 8 * m : ℤ) : ℝ) * (π / 4) = n * (π / 4) + m * (2 * π) := by
    push_cast
    ring
  rw [hk, e]
  simpa only [rotation, Real.cos_add_int_mul_two_pi, Real.sin_add_int_mul_two_pi] using nat n

/-- In a nontrivial algebra, for two different Majoranas, the gate `cos θ + sin θ g_a g_b` can
be braided up to a scalar exactly when `θ` is an integer multiple of `π/4`. -/
theorem braidable_iff [Nontrivial A] (hg : IsMajorana g) (hab : a ≠ b) (θ : ℝ) :
    (∃ W, BraidWord g W ∧ ∃ z : ℂ, W = z • rotation g a b θ) ↔
      ∃ k : ℤ, θ = k * (π / 4) := by
  constructor
  · rintro ⟨W, hW, z, h⟩
    have hz : z ≠ 0 := by
      intro h0
      exact (hW.isUnit hg).ne_zero (by rw [h, h0, zero_smul])
    obtain ⟨d, ε, _, hd⟩ := hW.exchange hg a
    rw [h, smul_mul_assoc, mul_smul_comm, smul_comm ε z] at hd
    have h1 : rotation g a b θ * g a = ε • (g d * rotation g a b θ) :=
      smul_right_injective A hz hd
    have h0 : rotation g a b 0 = 1 := by simp [rotation]
    -- the rotated Majorana must again be a multiple of a single Majorana
    have h2 : ((Real.cos (2 * θ) : ℝ) : ℂ) • g a + (-((Real.sin (2 * θ) : ℝ) : ℂ)) • g b
        = ε • g d := by
      calc _ = rotation g a b θ * g a * rotation g a b (-θ) := by
            rw [rotation_conj hg hab]
            module
        _ = ε • g d := by
            rw [h1, smul_mul_assoc, mul_assoc, rotation_mul hg hab, add_neg_cancel, h0, mul_one]
    -- the anticommutator with g_p reads off the component along g_p
    have coeff : ∀ (p q : ι) (x y : ℂ), p ≠ q → d ≠ p →
        x • g p + y • g q = ε • g d → x = 0 := by
      intro p q x y hpq hdp hxy
      have key : (2 * x) • (1 : A) = 0 := by
        calc (2 * x) • (1 : A)
            = (x • g p + y • g q) * g p + g p * (x • g p + y • g q) := by
              simp only [add_mul, mul_add, smul_mul_assoc, mul_smul_comm, hg.sq,
                hg.anti p q hpq]
              module
          _ = 0 := by
              rw [hxy]
              simp only [smul_mul_assoc, mul_smul_comm, hg.anti d p hdp]
              module
      simpa using (smul_eq_zero.mp key).resolve_right one_ne_zero
    have h4 : Real.sin (2 * (2 * θ)) = 0 := by
      rw [Real.sin_two_mul]
      by_cases hda : d = a
      · have hs := coeff b a _ _ hab.symm (by rw [hda]; exact hab) ((add_comm _ _).trans h2)
        rw [Complex.ofReal_eq_zero.mp (neg_eq_zero.mp hs), mul_zero, zero_mul]
      · have hc := coeff a b _ _ hab hda h2
        rw [Complex.ofReal_eq_zero.mp hc, mul_zero]
    obtain ⟨k, hk⟩ := Real.sin_eq_zero_iff.mp h4
    exact ⟨k, by linarith⟩
  · rintro ⟨k, rfl⟩
    exact ⟨_, braidWord_rotation hg hab k, 1, (one_smul ℂ _).symm⟩

/-- In a nontrivial algebra, no finite product of braids is a scalar multiple of
`cos(π/8) + sin(π/8) g_a g_b` for two different Majoranas. -/
theorem braidWord_ne_pi_div_eight [Nontrivial A] (hg : IsMajorana g) (hab : a ≠ b)
    {W : A} (hW : BraidWord g W) (z : ℂ) : W ≠ z • rotation g a b (π / 8) := by
  intro h
  obtain ⟨k, hk⟩ := (braidable_iff hg hab (π / 8)).mp ⟨W, hW, z, h⟩
  have h2 : (2 * k : ℝ) = 1 := by
    apply mul_left_cancel₀ Real.pi_ne_zero
    linarith
  have h3 : 2 * k = 1 := by exact_mod_cast h2
  omega

/-- The three Pauli matrices are Majorana generators. -/
theorem isMajorana_witness :
    IsMajorana (![!![0, 1; 1, 0], !![0, -Complex.I; Complex.I, 0], !![1, 0; 0, -1]] :
      Fin 3 → Matrix (Fin 2) (Fin 2) ℂ) := by
  constructor
  · intro a
    fin_cases a <;> simp [Matrix.one_fin_two]
  · intro a b h
    fin_cases a <;> fin_cases b <;> simp at h ⊢

end MajoranaBraidingGate
```

```lean
#print axioms MajoranaBraidingGate.braidable_iff
#print axioms MajoranaBraidingGate.braidWord_ne_pi_div_eight
```

```
'MajoranaBraidingGate.braidable_iff' depends on axioms: [propext, Classical.choice, Quot.sound]
'MajoranaBraidingGate.braidWord_ne_pi_div_eight' depends on axioms: [propext, Classical.choice, Quot.sound]
```

## Exact braid products and the limits of the model

The exclusion holds for braid products of every length, with any number of additional Majoranas taking part. At least two labels are needed to name a gate, and two are enough for the theorem. `isMajorana_witness` supplies a concrete instance of the relations: the three Pauli matrices. They do not describe three independent physical modes, since the third matrix is $-i$ times the product of the first two.

The anticommutation relation does real work. Take $A=\mathbb C$ and $g_1=g_2=1$. Both generators square to one, but they commute. The gate at $\pi/8$ is now the nonzero number $\cos(\pi/8)+\sin(\pi/8)$, and the empty braid product 1 is a scalar multiple of it. Squaring to one is therefore not enough for the exclusion.

The step from the model to a device is the assumption that a physical exchange acts as $B_{ab}$, up to a phase. This stands for well-separated zero modes moved adiabatically, with no residual splitting and no stray excitations. The theorems start from this operator and do not derive it from a Hamiltonian. Self-adjointness of the generators is not assumed either, as the algebra does not need it.

Three limits matter when the result is applied to a code:

- **Equality is exact.** The theorems give no lower bound on the distance between a braid product and the $\pi/8$ gate, so they do not settle a search with a finite tolerance.
- **Equality holds in the whole algebra.** A code that keeps only one fermion-parity sector asks for less, namely that two operators agree on that sector. The theorems do not decide this weaker question.
- **Only braids are multiplied.** Measurements, ancillary states and direct couplings between Majoranas are other operations, and the exclusion places no restriction on circuits that use them.
